# For harmonic surfaces, the displacement exponent of the 0-0 factor is at most the average of its single-surface values

A quick estimate of how strongly a geometry change weakens the origin band of an electronic transition takes the frequencies and normal modes of one state, computes the exponent as if both states had them, repeats this with the other state, and averages. For harmonic surfaces, and with the actual displacement between the two minima used throughout, the average is never smaller than the exponent that gives each state its own frequencies and modes. This holds even when the normal modes of the two states are rotated against each other.

Let the vibrational ground states be proportional to exp(−xᵀAx/2) and exp(−(x−d)ᵀB(x−d)/2), where d is the displacement between the minima. In mass-weighted coordinates the eigenvalues of A and B are the angular frequencies divided by ħ. The squared overlap, called the 0-0 factor here, is a prefactor, which depends on A and B only, times exp(−E), with

E(A,B) = dᵀA(A+B)⁻¹Bd.

The theorems concern E and not the prefactor. The distinction matters: at d = 0 every exponent vanishes, yet the full 0-0 factor is below 1 if A ≠ B.

## The exponent and the gradient mismatch

```lean
import Mathlib

open Matrix

namespace FranckCondonOrigin

noncomputable section

variable {n : Type*} [Fintype n] [DecidableEq n] {A B : Matrix n n ℝ}
```

The type `n` labels finitely many vibrational coordinates, and `A` and `B` are real square matrices over them, written in the same coordinates. They are called width matrices below, although a larger matrix means a narrower ground state.

```lean
/-- The displacement exponent `dᵀ A (A + B)⁻¹ B d` of the 0-0 factor for ground states with
width matrices `A` and `B` and displacement `d`; its domain is `A + B` invertible. -/
def displacementExponent (A B : Matrix n n ℝ) (d : n → ℝ) : ℝ :=
  d ⬝ᵥ (A * (A + B)⁻¹ * B) *ᵥ d
```

This is E(A,B). The symbol `*ᵥ` applies a matrix to a vector, and `⬝ᵥ` is the scalar product.

```lean
/-- The gradient mismatch `t A d - (1 - t) B d` when the displacement `d` is split into
`t d` on the first surface and `(1 - t) d` on the second. -/
def gradientMismatch (A B : Matrix n n ℝ) (t : ℝ) (d : n → ℝ) : n → ℝ :=
  t • (A *ᵥ d) - (1 - t) • (B *ᵥ d)
```

Split the displacement into td on the first surface and (1−t)d on the second, at the cost xᵀAx + yᵀBy with x = td and y = (1−t)d. The vector

r = tAd − (1−t)Bd

is half the difference of the gradients of the two cost terms. These are not the forces on the potential energy surfaces: in mass-weighted coordinates the potentials are ħ²xᵀA²x/2 and ħ²yᵀB²y/2, with the squares of A and B. The symbol `•` multiplies by a number.

```lean
omit [DecidableEq n] in
/-- A real symmetric matrix can be moved from one side of a scalar product to the other. -/
lemma symm_dotProduct (hA : A.IsHermitian) (u v : n → ℝ) :
    (A *ᵥ u) ⬝ᵥ v = u ⬝ᵥ A *ᵥ v := by
  have h : Aᵀ = A := by
    rw [← conjTranspose_eq_transpose_of_trivial]
    exact hA.eq
  rw [Matrix.dotProduct_mulVec, ← Matrix.mulVec_transpose, h]
```

For symmetric A, (Au)ᵀv = uᵀAv. Lean's `IsHermitian` means symmetric here, because the entries are real.

## An exact identity for the excess cost

```lean
/-- For positive definite width matrices, the cost of splitting the displacement in the ratio
`t : 1 - t` exceeds the displacement exponent by the quadratic form of `(A + B)⁻¹` in the
gradient mismatch. -/
theorem split_excess (hA : A.PosDef) (hB : B.PosDef) (d : n → ℝ) (t : ℝ) :
    t ^ 2 * (d ⬝ᵥ A *ᵥ d) + (1 - t) ^ 2 * (d ⬝ᵥ B *ᵥ d) - displacementExponent A B d
      = gradientMismatch A B t d ⬝ᵥ (A + B)⁻¹ *ᵥ gradientMismatch A B t d := by
  have hdet : IsUnit (A + B).det := (hA.add hB).det_pos.ne'.isUnit
  have hinv : ∀ v, (A + B) *ᵥ ((A + B)⁻¹ *ᵥ v) = v := fun v => by
    rw [mulVec_mulVec, mul_nonsing_inv _ hdet, one_mulVec]
  have hinv' : ∀ v, (A + B)⁻¹ *ᵥ ((A + B) *ᵥ v) = v := fun v => by
    rw [mulVec_mulVec, nonsing_inv_mul _ hdet, one_mulVec]
  have hE : displacementExponent A B d = d ⬝ᵥ A *ᵥ ((A + B)⁻¹ *ᵥ (B *ᵥ d)) := by
    simp only [displacementExponent, ← mulVec_mulVec]
  have hw := hinv (B *ᵥ d)
  -- `w` is the part of the displacement carried by the first surface at balance
  obtain ⟨w, hwd⟩ : ∃ w, w = (A + B)⁻¹ *ᵥ (B *ᵥ d) := ⟨_, rfl⟩
  rw [← hwd] at hE hw
  have hr : gradientMismatch A B t d = (A + B) *ᵥ (t • d - w) := by
    rw [mulVec_sub, mulVec_smul, hw, add_mulVec, gradientMismatch]
    module
  have hT : (A + B)⁻¹ *ᵥ gradientMismatch A B t d = t • d - w := by
    rw [hr, hinv']
  have hdw : d ⬝ᵥ A *ᵥ w + d ⬝ᵥ B *ᵥ w = d ⬝ᵥ B *ᵥ d := by
    rw [← dotProduct_add, ← add_mulVec, hw]
  rw [hT, hE, gradientMismatch]
  simp only [sub_dotProduct, smul_dotProduct, symm_dotProduct hA.isHermitian,
    symm_dotProduct hB.isHermitian, dotProduct_sub,
    dotProduct_smul, smul_eq_mul]
  linear_combination (-(1 - t)) * hdw
```

The hypotheses `hA` and `hB` say that A and B are positive definite, which includes symmetry: every mode of either state is bound. Write a = dᵀAd and b = dᵀBd. The theorem states, for every real t,

t²a + (1−t)²b − E = rᵀ(A+B)⁻¹r.

By hand, set w = (A+B)⁻¹Bd. Then (A+B)w = Bd and E = dᵀAw. Also

r = t(A+B)d − Bd = (A+B)(td − w),

so (A+B)⁻¹r = td − w. Taking the scalar product with r gives

rᵀ(A+B)⁻¹r = t²a − tE − t(1−t)b + (1−t)dᵀBw.

Since dᵀAw + dᵀBw = dᵀBd, we have dᵀBw = b − E, and collecting terms gives the left side. In the code, `hr`, `hT` and `hdw` are these three relations, and `linear_combination` does the collecting.

## Upper bounds from splitting the displacement

```lean
/-- For positive definite width matrices, every proportional splitting of the displacement
gives an upper bound on the displacement exponent. -/
theorem exponent_le_split (hA : A.PosDef) (hB : B.PosDef) (d : n → ℝ) (t : ℝ) :
    displacementExponent A B d
      ≤ t ^ 2 * (d ⬝ᵥ A *ᵥ d) + (1 - t) ^ 2 * (d ⬝ᵥ B *ᵥ d) := by
  have h := (hA.add hB).inv.posSemidef.dotProduct_mulVec_nonneg (gradientMismatch A B t d)
  rw [star_trivial, ← split_excess hA hB d t] at h
  linarith
```

The inverse of a positive definite matrix is positive definite, so the right side of the identity is nonnegative and

E ≤ t²a + (1−t)²b.

```lean
/-- One-mode bound: with `a = dᵀ A d` and `b = dᵀ B d` for positive definite `A` and `B`, the
displacement exponent `E` satisfies `(a + b) E ≤ a b`. -/
theorem exponent_le_one_mode (hA : A.PosDef) (hB : B.PosDef) (d : n → ℝ) :
    (d ⬝ᵥ A *ᵥ d + d ⬝ᵥ B *ᵥ d) * displacementExponent A B d
      ≤ (d ⬝ᵥ A *ᵥ d) * (d ⬝ᵥ B *ᵥ d) := by
  by_cases hd : d = 0
  · simp [hd, displacementExponent]
  have ha := hA.dotProduct_mulVec_pos hd
  have hb := hB.dotProduct_mulVec_pos hd
  rw [star_trivial] at ha hb
  -- the best splitting ratio is `t = b / (a + b)`
  have best : ∀ a b : ℝ, 0 < a → 0 < b →
      (b / (a + b)) ^ 2 * a + (1 - b / (a + b)) ^ 2 * b = a * b / (a + b) := by
    intro a b ha hb
    have hab : a + b ≠ 0 := by positivity
    have h1 : 1 - b / (a + b) = a / (a + b) := by
      rw [eq_div_iff hab, sub_mul, div_mul_cancel₀ _ hab]
      ring
    rw [h1]
    field_simp
    ring
  have h := exponent_le_split hA hB d (d ⬝ᵥ B *ᵥ d / (d ⬝ᵥ A *ᵥ d + d ⬝ᵥ B *ᵥ d))
  rw [best _ _ ha hb, le_div_iff₀ (add_pos ha hb)] at h
  linarith
```

If d ≠ 0, then a and b are positive and the best choice is t = b/(a+b), which gives

E ≤ (ab² + a²b)/(a+b)² = ab/(a+b).

This is the exponent of a single mode with the numbers a and b in place of A and B and with unit displacement. The theorem is written as (a+b)E ≤ ab, which also holds at d = 0; the proof treats that case first.

## Proportional and identical surfaces

```lean
/-- If the second width matrix is `s` times the first, with `s > 0` and `A` positive definite,
the displacement exponent is `s / (1 + s)` times `dᵀ A d`. -/
theorem exponent_proportional (hA : A.PosDef) {s : ℝ} (hs : 0 < s) (d : n → ℝ) :
    displacementExponent A (s • A) d = s / (1 + s) * (d ⬝ᵥ A *ᵥ d) := by
  obtain ⟨q, hqd⟩ : ∃ q, q = s / (1 + s) := ⟨_, rfl⟩
  have hq : q * (1 + s) = s := by
    rw [hqd, div_mul_cancel₀ _ (by positivity)]
  -- at this ratio the gradients balance exactly
  have hr : gradientMismatch A (s • A) q d = 0 := by
    have hc : q - (1 - q) * s = 0 := by linear_combination hq
    rw [gradientMismatch, smul_mulVec, smul_smul, ← sub_smul, hc, zero_smul]
  have key := split_excess hA (hA.smul hs) d q
  rw [hr, zero_dotProduct, smul_mulVec, dotProduct_smul, smul_eq_mul] at key
  rw [← hqd]
  linear_combination -key - (d ⬝ᵥ A *ᵥ d) * (1 - q) * hq
```

Let B = sA with s > 0, so that all frequencies change by the common factor s. At q = s/(1+s) the mismatch is (q − (1−q)s)Ad = 0, and the identity gives

E = q²a + (1−q)²sa = sa/(1+s).

```lean
/-- When both surfaces have the same positive definite width matrix `A`, the displacement
exponent is `dᵀ A d / 2`. -/
theorem exponent_single_surface (hA : A.PosDef) (d : n → ℝ) :
    displacementExponent A A d = (d ⬝ᵥ A *ᵥ d) / 2 := by
  have h := exponent_proportional hA one_pos d
  rw [one_smul] at h
  rw [h]
  ring
```

Setting s = 1 gives the single-surface exponent

E(A,A) = dᵀAd/2,

which is the sum of the Huang–Rhys factors of that surface.

## The average as an upper bound

```lean
/-- For positive definite width matrices, the displacement exponent is at most the average of
the two single-surface exponents, with equality exactly when `A d = B d`. -/
theorem exponent_le_average (hA : A.PosDef) (hB : B.PosDef) (d : n → ℝ) :
    displacementExponent A B d
        ≤ (displacementExponent A A d + displacementExponent B B d) / 2 ∧
      (displacementExponent A B d
        = (displacementExponent A A d + displacementExponent B B d) / 2 ↔
          A *ᵥ d = B *ᵥ d) := by
  rw [exponent_single_surface hA, exponent_single_surface hB]
  have key := split_excess hA hB d (1 / 2)
  have hr : gradientMismatch A B (1 / 2) d = (1 / 2 : ℝ) • (A *ᵥ d - B *ᵥ d) := by
    rw [gradientMismatch]
    module
  refine ⟨by linarith [exponent_le_split hA hB d (1 / 2)], fun h => ?_, fun h => ?_⟩
  · -- a nonzero mismatch would make the excess strictly positive
    by_contra hne
    have hr0 : gradientMismatch A B (1 / 2) d ≠ 0 := by
      rw [hr]
      exact smul_ne_zero (by norm_num) (sub_ne_zero.mpr hne)
    have hpos := (hA.add hB).inv.dotProduct_mulVec_pos hr0
    rw [star_trivial, ← key] at hpos
    linarith
  · rw [hr, h, sub_self, smul_zero, zero_dotProduct] at key
    rw [h]
    linarith
```

The symbol `∧` joins two claims, and `↔` means "exactly when". At t = 1/2 the splitting bound reads

E(A,B) ≤ (a + b)/4 = (E(A,A) + E(B,B))/2.

The mismatch is now r = (Ad − Bd)/2, so the identity gives the gap between average and exponent:

(E(A,A) + E(B,B))/2 − E(A,B) = (Ad − Bd)ᵀ(A+B)⁻¹(Ad − Bd)/4.

It vanishes exactly when Ad = Bd. In the proof, `by_contra` assumes Ad ≠ Bd despite equality, and strict positivity of (A+B)⁻¹ contradicts this.

As an example, take A = diag(1,1), B = diag(1,3) and d = (1,1). Then

E = 1/2 + 3/4 = 1.25.

Here a = 2 and b = 4, so the one-mode bound is 8/6 ≈ 1.33 and the average is (1 + 2)/2 = 1.5. The gap formula agrees: Ad − Bd = (0,−2) and (A+B)⁻¹ = diag(1/2,1/4) give 4·(1/4)/4 = 0.25. For d = (1,0) the average is exact although A ≠ B, because Ad = Bd.

```lean
/-- For positive definite width matrices, the displacement factor `exp (-E)` is at least the
geometric mean of the two single-surface factors. -/
theorem geometric_mean_le_factor (hA : A.PosDef) (hB : B.PosDef) (d : n → ℝ) :
    Real.sqrt (Real.exp (-displacementExponent A A d) * Real.exp (-displacementExponent B B d))
      ≤ Real.exp (-displacementExponent A B d) := by
  refine Real.sqrt_le_iff.mpr ⟨(Real.exp_pos _).le, ?_⟩
  rw [sq, ← Real.exp_add, ← Real.exp_add]
  exact Real.exp_le_exp.mpr (by linarith [(exponent_le_average hA hB d).1])
```

Since exp(−x) decreases with x, the bound turns into

√(exp(−E(A,A)) · exp(−E(B,B))) ≤ exp(−E(A,B)).

Averaging the exponents therefore never understates the suppression due to displacement. In the example the estimate is exp(−1.5) ≈ 0.22, against exp(−1.25) ≈ 0.29.

```lean
/-- For width matrices `A` and `s A`, with `A` positive definite and `s > 0`, the average of the
single-surface exponents is `(1 + s)² / (4 s)` times the displacement exponent. -/
theorem average_proportional (hA : A.PosDef) {s : ℝ} (hs : 0 < s) (d : n → ℝ) :
    (displacementExponent A A d + displacementExponent (s • A) (s • A) d) / 2
      = (1 + s) ^ 2 / (4 * s) * displacementExponent A (s • A) d := by
  rw [exponent_single_surface hA, exponent_single_surface (hA.smul hs),
    exponent_proportional hA hs, smul_mulVec, dotProduct_smul, smul_eq_mul]
  have h1 : 1 + s ≠ 0 := by positivity
  field_simp
  ring

end

end FranckCondonOrigin
```

For B = sA the average is (a/2 + sa/2)/2 = (1+s)a/4, while E = sa/(1+s). The ratio of the two coefficients is

(1+s)²/(4s).

If every frequency doubles, this is 9/8, so the average is 12.5% too large whenever d ≠ 0. The factor grows without limit as s tends to 0 or to infinity, so for proportional width matrices the average greatly overestimates a nonzero exponent when s is very small or very large.

```lean
#print axioms FranckCondonOrigin.exponent_le_one_mode
#print axioms FranckCondonOrigin.exponent_le_average
#print axioms FranckCondonOrigin.geometric_mean_le_factor
#print axioms FranckCondonOrigin.average_proportional
```

```
'FranckCondonOrigin.exponent_le_one_mode' depends on axioms: [propext, Classical.choice, Quot.sound]
'FranckCondonOrigin.exponent_le_average' depends on axioms: [propext, Classical.choice, Quot.sound]
'FranckCondonOrigin.geometric_mean_le_factor' depends on axioms: [propext, Classical.choice, Quot.sound]
'FranckCondonOrigin.average_proportional' depends on axioms: [propext, Classical.choice, Quot.sound]
```
